# Resta's expectation value for a Slater determinant from its density matrix: det(1 − P + PU) = det(A†UA)

## Can a one-body matrix give an N-body expectation value?

Let $A$ be the matrix whose $N$ orthonormal columns are the occupied orbitals of spinless electrons on a ring of $L$ sites, let $P=AA^\dagger$ be the one-body density matrix, and let $U$ be the diagonal matrix of the phases $e^{2\pi i k/L}$, with $k=0,\dots,L-1$. For the polarisation I need Resta's expectation value $\langle e^{2\pi i\sum_i x_i/L}\rangle$, where $x_i$ is the site of electron $i$. My program stores $P$ but not the orbitals.

I was told to compute $\det(1-P+PU)$. This puzzles me: the operator acts on all $N$ electrons at once, while $P$ is a one-body object. Also, $1-P+PU$ is not unitary in general, so what keeps the modulus of its determinant at or below 1?

## For a single Slater determinant, P is enough

The normalised wavefunction, with $x=(x_i)$ running over all assignments of electrons to sites, is

$$\Psi_A(x)=\frac{\det[A_{x_i j}]}{\sqrt{N!}} .$$

The formula is exact for this state. It lets a lattice calculation for non-interacting electrons obtain Resta's quantity without reconstructing orbitals.

**Overlaps.** For matrices $B,C$ with $N$ columns, expand the first determinant:

$$\sum_x\det[B_{x_i j}]\det[C_{x_i j}]=\sum_\sigma \mathrm{sgn}\,\sigma\sum_x\prod_i B_{x_{\sigma(i)}\,i}\,\det[C_{x_i j}].$$

Relabel the electrons by $y_i=x_{\sigma(i)}$. Since $\det[C_{x_i j}]=\mathrm{sgn}\,\sigma\,\det[C_{y_i j}]$, the signs cancel and each of the $N!$ permutations contributes

$$\sum_y\prod_i B_{y_i i}\det[C_{y_i j}]=\sum_\tau\mathrm{sgn}\,\tau\prod_i\sum_k B_{ki}C_{k\tau(i)}=\det(B^TC).$$

Taking $B=A^*$ and dividing by $N!$ gives $\langle\Psi_A|\Psi_C\rangle=\det(A^\dagger C)$. In particular, $\Psi_A$ has norm one.

**The phase operator.** For $U=\mathrm{diag}(u)$, the factor $\prod_i u(x_i)$ multiplies row $i$ of $[A_{x_i j}]$ by $u(x_i)$. It therefore turns $\Psi_A$ into $\Psi_{UA}$, and

$$\Big\langle\prod_i u(x_i)\Big\rangle=\det(A^\dagger UA).$$

Resta's operator is the case $u(k)=e^{2\pi i k/L}$, because the exponential of a sum is a product.

**From orbitals to $P$.** Computing the determinant of $\begin{pmatrix}1&-X\\Y&1\end{pmatrix}$ by eliminating either block gives $\det(1+XY)=\det(1+YX)$. With $X=A$ and $Y=A^\dagger(U-1)$,

$$\det(1-P+PU)=\det\big(1+A^\dagger(U-1)A\big)=\det(A^\dagger UA),$$

where the last step uses $A^\dagger A=1$. This holds for any square $U$.

**The modulus.** If $U$ is unitary, $UA$ also has orthonormal columns, so $\Psi_A$ and $\Psi_{UA}$ are both normalised. From $2|ab|\le|a|^2+|b|^2$,

$$|\det(A^\dagger UA)|\le\sum_x\frac{|\Psi_A(x)|^2+|\Psi_{UA}(x)|^2}{2}=1.$$

So the bound comes from the overlap of two normalised states, and $1-P+PU$ need not be unitary.

**Origin and an example.** Replacing $U$ by $cU$ multiplies the $N\times N$ determinant by $c^N$. Moving the origin to site $d$ has $c=e^{-2\pi i d/L}$. For one electron on two sites with amplitudes $3/5$ and $4/5$ and phases $1$ and $-1$, the value is $9/25-16/25=-7/25$.

## What the Lean statements say

In the file, `n` is the finite set of sites, not their number, and `Fin N` labels both electrons and orbitals. A configuration is a function `x : Fin N → n`; double occupation is included in the sum but has zero amplitude. The hypothesis `hA : Aᴴ * A = 1` is orthonormality.

`densityMatrix A` is $P_{kl}=\sum_j A_{kj}A_{lj}^*$; some texts use the transpose. `restaDet P U` is the file's name for $\det(1-P+PU)$. `slaterExpectation` is the sum $\sum_x\Psi^*f\Psi$ without division by the norm, which is one under `hA`.

`restaDet_eq_det` allows any matrix `U`, and `norm_restaDet_le_one` any unitary one. The expectation-value theorem `slaterExpectation_eq_restaDet` takes a diagonal `U`, given by a function `u` of the site. In `resta_ring` the sites are $0,\dots,L-1$ with unit spacing.

Applying the result to a real material involves approximations that the theorems do not justify, among them a lattice model and one Slater determinant in place of the interacting ground state. For electrons with spin, `n` can be the set of site–spin pairs in `slaterExpectation_eq_restaDet`, with `u` depending on the site alone; `resta_ring` is stated without spin. The theorems concern the complex expectation value at finite size; they do not extract a polarisation from its phase or take $L\to\infty$.

```lean
import Mathlib

open Matrix

namespace RestaDensityMatrix

noncomputable section

variable {n : Type*} [Fintype n] [DecidableEq n] {N : ℕ}

/-- The matrix `P = A A†`, which is the one-body density matrix of the Slater state of `A` when the
columns of `A` are orthonormal orbitals. -/
def densityMatrix (A : Matrix n (Fin N) ℂ) : Matrix n n ℂ := A * Aᴴ

/-- The determinant `det (1 - P + P U)` of a density matrix `P` and a one-body operator `U`. -/
def restaDet (P U : Matrix n n ℂ) : ℂ := (1 - P + P * U).det

/-- The Slater wavefunction `det A(x_i, j) / √N!` of `N` particles at the sites `x`. -/
def slater (A : Matrix n (Fin N) ℂ) (x : Fin N → n) : ℂ :=
  (A.submatrix x id).det / (Real.sqrt (N.factorial : ℝ) : ℂ)

/-- The sum `∑ Ψ(x)* f(x) Ψ(x)` over all configurations, for the Slater wavefunction `Ψ` of `A`
and a function `f` of the particle positions. -/
def slaterExpectation (A : Matrix n (Fin N) ℂ) (f : (Fin N → n) → ℂ) : ℂ :=
  ∑ x, star (slater A x) * (f x * slater A x)

omit [DecidableEq n] in
/-- Summed over all configurations of `N` particles, the product of two orbital determinants
is `N!` times the determinant of the matrix of orbital products. -/
theorem sum_det_mul_det (B C : Matrix n (Fin N) ℂ) :
    ∑ x : Fin N → n, (B.submatrix x id).det * (C.submatrix x id).det
      = (N.factorial : ℂ) * (Bᵀ * C).det := by
  classical
  -- with one determinant replaced by a simple product of orbitals, the sum is `det (Bᵀ C)`
  have h1 : ∑ x : Fin N → n, (∏ i, B (x i) i) * (C.submatrix x id).det = (Bᵀ * C).det := by
    have hd : ∀ x : Fin N → n, (C.submatrix x id).det =
        ∑ σ : Equiv.Perm (Fin N), ((Equiv.Perm.sign σ : ℤ) : ℂ) * ∏ i, C (x i) (σ i) := by
      intro x
      rw [← det_transpose, det_apply']
      rfl
    have hm : (Bᵀ * C).det = ∑ σ : Equiv.Perm (Fin N),
        ((Equiv.Perm.sign σ : ℤ) : ℂ) * ∏ i, ∑ k, B k i * C k (σ i) := by
      rw [← det_transpose, det_apply']
      simp only [transpose_apply, Matrix.mul_apply]
    rw [hm]
    simp_rw [hd, Finset.mul_sum]
    rw [Finset.sum_comm]
    refine Finset.sum_congr rfl fun σ _ => ?_
    rw [Finset.prod_univ_sum, Fintype.piFinset_univ, Finset.mul_sum]
    refine Finset.sum_congr rfl fun x _ => ?_
    rw [Finset.prod_mul_distrib]
    ring
  -- every permutation contributes equally, after relabelling the particles
  simp_rw [det_apply' (B.submatrix _ id), Finset.sum_mul]
  rw [Finset.sum_comm]
  have h2 : ∀ σ : Equiv.Perm (Fin N), ∑ x : Fin N → n,
      ((Equiv.Perm.sign σ : ℤ) : ℂ) * (∏ i, B.submatrix x id (σ i) i)
        * (C.submatrix x id).det = (Bᵀ * C).det := by
    intro σ
    rw [← h1]
    refine Eq.trans ?_ (Equiv.sum_comp (σ.symm.arrowCongr (Equiv.refl n))
      (fun x => (∏ i, B (x i) i) * (C.submatrix x id).det))
    refine Finset.sum_congr rfl fun x _ => ?_
    change _ = (∏ i, B (x (σ i)) i) * ((C.submatrix x id).submatrix σ id).det
    rw [det_permute]
    simp only [submatrix_apply, id]
    ring
  rw [Finset.sum_congr rfl fun σ _ => h2 σ, Finset.sum_const, Finset.card_univ,
    Fintype.card_perm, Fintype.card_fin, nsmul_eq_mul]

omit [DecidableEq n] in
/-- The many-body overlap of two Slater wavefunctions is the determinant of the matrix of
orbital overlaps. -/
theorem slater_overlap (A B : Matrix n (Fin N) ℂ) :
    ∑ x, star (slater A x) * slater B x = (Aᴴ * B).det := by
  have hs : ∀ x : Fin N → n,
      star (A.submatrix x id).det = ((A.map star).submatrix x id).det := by
    intro x
    rw [← det_conjTranspose, ← det_transpose ((A.map star).submatrix x id)]
    rfl
  have hc : (Real.sqrt (N.factorial : ℝ) : ℂ) * (Real.sqrt (N.factorial : ℝ) : ℂ)
      = (N.factorial : ℂ) := by
    rw [← Complex.ofReal_mul, Real.mul_self_sqrt (by positivity), Complex.ofReal_natCast]
  have hr : star (Real.sqrt (N.factorial : ℝ) : ℂ) = (Real.sqrt (N.factorial : ℝ) : ℂ) :=
    Complex.conj_ofReal _
  have ht : ∀ x, star (slater A x) * slater B x =
      ((A.map star).submatrix x id).det * (B.submatrix x id).det / (N.factorial : ℂ) := by
    intro x
    rw [slater, slater, star_div₀, hr, div_mul_div_comm, hc, hs]
  rw [Finset.sum_congr rfl fun x _ => ht x, ← Finset.sum_div, sum_det_mul_det]
  exact mul_div_cancel_left₀ _ (Nat.cast_ne_zero.mpr N.factorial_ne_zero)

omit [DecidableEq n] in
/-- The Slater wavefunction of orthonormal orbitals is normalised. -/
theorem slater_normalised (A : Matrix n (Fin N) ℂ) (hA : Aᴴ * A = 1) :
    ∑ x, ‖slater A x‖ ^ 2 = 1 := by
  have h := slater_overlap A A
  rw [hA, det_one] at h
  have h' : ((∑ x, ‖slater A x‖ ^ 2 : ℝ) : ℂ) = 1 := by
    refine Eq.trans ?_ h
    push_cast
    exact Finset.sum_congr rfl fun x _ => (Complex.conj_mul' _).symm
  exact_mod_cast h'

/-- For orthonormal orbitals `A` with density matrix `P` and any one-body matrix `U`,
`det (1 - P + P U) = det (A† U A)`. -/
theorem restaDet_eq_det (A : Matrix n (Fin N) ℂ) (hA : Aᴴ * A = 1) (U : Matrix n n ℂ) :
    restaDet (densityMatrix A) U = (Aᴴ * U * A).det := by
  have h1 : 1 - A * Aᴴ + A * Aᴴ * U = 1 + A * (Aᴴ * (U - 1)) := by
    rw [Matrix.mul_sub, Matrix.mul_sub, Matrix.mul_one, Matrix.mul_assoc]
    abel
  have h2 : 1 + Aᴴ * (U - 1) * A = Aᴴ * U * A := by
    rw [Matrix.mul_sub, Matrix.sub_mul, Matrix.mul_one, hA]
    abel
  -- exchange the factors to pass from the site space to the occupied space
  rw [restaDet, densityMatrix, h1, det_one_add_mul_comm, h2]

/-- For orthonormal orbitals with density matrix `P`, the Slater expectation of the product
`∏ u(x_i)` over all particles is `det (1 - P + P diag(u))`. -/
theorem slaterExpectation_eq_restaDet (A : Matrix n (Fin N) ℂ) (hA : Aᴴ * A = 1)
    (u : n → ℂ) :
    slaterExpectation A (fun x => ∏ i, u (x i))
      = restaDet (densityMatrix A) (diagonal u) := by
  rw [restaDet_eq_det A hA, Matrix.mul_assoc, ← slater_overlap, slaterExpectation]
  refine Finset.sum_congr rfl fun x _ => ?_
  -- the product operator acts on each orbital separately
  have h : (diagonal u * A).submatrix x id
      = diagonal (fun i => u (x i)) * A.submatrix x id := by
    ext i j
    simp [diagonal_mul]
  rw [slater, slater, h, det_mul, det_diagonal, mul_div_assoc]

/-- On a ring of `L` sites, the expectation of `exp (2πi ∑ x_i / L)` in the Slater state of
orthonormal orbitals is `det (1 - P + P U)`, with `U` the diagonal matrix of `exp (2πi k / L)`. -/
theorem resta_ring {L : ℕ} (A : Matrix (Fin L) (Fin N) ℂ) (hA : Aᴴ * A = 1) :
    slaterExpectation A (fun x =>
        Complex.exp (2 * Real.pi * Complex.I * (∑ i, ((x i : ℕ) : ℂ)) / L))
      = restaDet (densityMatrix A) (diagonal fun k : Fin L =>
          Complex.exp (2 * Real.pi * Complex.I * ((k : ℕ) : ℂ) / L)) := by
  rw [← slaterExpectation_eq_restaDet A hA]
  congr 1
  funext x
  rw [← Complex.exp_sum, Finset.mul_sum, Finset.sum_div]

/-- For orthonormal orbitals with density matrix `P` and a unitary `U`, the modulus of
`det (1 - P + P U)` is at most one. -/
theorem norm_restaDet_le_one (A : Matrix n (Fin N) ℂ) (hA : Aᴴ * A = 1)
    (U : Matrix n n ℂ) (hU : U ∈ unitaryGroup n ℂ) :
    ‖restaDet (densityMatrix A) U‖ ≤ 1 := by
  have hU' : Uᴴ * U = 1 := mem_unitaryGroup_iff'.mp hU
  have hB : (U * A)ᴴ * (U * A) = 1 := by
    rw [conjTranspose_mul, Matrix.mul_assoc, ← Matrix.mul_assoc Uᴴ, hU', Matrix.one_mul, hA]
  rw [restaDet_eq_det A hA, Matrix.mul_assoc, ← slater_overlap]
  calc ‖∑ x, star (slater A x) * slater (U * A) x‖
      ≤ ∑ x, ‖star (slater A x) * slater (U * A) x‖ := norm_sum_le _ _
    _ ≤ ∑ x, (‖slater A x‖ ^ 2 + ‖slater (U * A) x‖ ^ 2) / 2 := by
        refine Finset.sum_le_sum fun x _ => ?_
        rw [norm_mul, norm_star]
        nlinarith [sq_nonneg (‖slater A x‖ - ‖slater (U * A) x‖)]
    _ = 1 := by
        rw [← Finset.sum_div, Finset.sum_add_distrib, slater_normalised A hA,
          slater_normalised (U * A) hB]
        norm_num

/-- For `N` orthonormal orbitals, multiplying the one-body operator by a scalar `c` multiplies
`det (1 - P + P U)` by `c ^ N`. -/
theorem restaDet_smul (A : Matrix n (Fin N) ℂ) (hA : Aᴴ * A = 1) (U : Matrix n n ℂ) (c : ℂ) :
    restaDet (densityMatrix A) (c • U) = c ^ N * restaDet (densityMatrix A) U := by
  rw [restaDet_eq_det A hA, restaDet_eq_det A hA, Matrix.mul_smul, Matrix.smul_mul,
    det_smul, Fintype.card_fin]

/-- The two-site orbital with amplitudes `3/5` and `4/5` is normalised, and for the phases
`1` and `-1` on the two sites its determinant `det (1 - P + P U)` is `-7/25`. -/
theorem restaDet_witness :
    (!![3 / 5; 4 / 5] : Matrix (Fin 2) (Fin 1) ℂ)ᴴ *
        (!![3 / 5; 4 / 5] : Matrix (Fin 2) (Fin 1) ℂ) = 1 ∧
      restaDet (densityMatrix (!![3 / 5; 4 / 5] : Matrix (Fin 2) (Fin 1) ℂ))
        (diagonal ![1, -1]) = -7 / 25 := by

  -- the amplitudes are real, so the adjoint is the plain row of amplitudes
  have hT : (!![3 / 5; 4 / 5] : Matrix (Fin 2) (Fin 1) ℂ)ᴴ = !![3 / 5, 4 / 5] := by
    ext i j
    fin_cases i
    fin_cases j <;> simp [conjTranspose_apply]
  have hA : (!![3 / 5; 4 / 5] : Matrix (Fin 2) (Fin 1) ℂ)ᴴ *
      (!![3 / 5; 4 / 5] : Matrix (Fin 2) (Fin 1) ℂ) = 1 := by
    rw [hT]
    ext i j
    fin_cases i
    fin_cases j
    norm_num [Matrix.mul_apply, Fin.sum_univ_succ]
  refine ⟨hA, ?_⟩
  rw [restaDet_eq_det _ hA, hT, det_fin_one, Matrix.mul_apply, Fin.sum_univ_two,
    mul_diagonal, mul_diagonal]
  norm_num

end

end RestaDensityMatrix
```

```lean
#print axioms RestaDensityMatrix.slaterExpectation_eq_restaDet
-- 'RestaDensityMatrix.slaterExpectation_eq_restaDet' depends on axioms: [propext, Classical.choice, Quot.sound]
#print axioms RestaDensityMatrix.resta_ring
-- 'RestaDensityMatrix.resta_ring' depends on axioms: [propext, Classical.choice, Quot.sound]
#print axioms RestaDensityMatrix.norm_restaDet_le_one
-- 'RestaDensityMatrix.norm_restaDet_le_one' depends on axioms: [propext, Classical.choice, Quot.sound]
#print axioms RestaDensityMatrix.restaDet_smul
-- 'RestaDensityMatrix.restaDet_smul' depends on axioms: [propext, Classical.choice, Quot.sound]
```

## How the lemmas match the calculation

`sum_det_mul_det` is the overlap calculation. Its `h1` evaluates the sum with one determinant replaced by a simple product, exchanging the product over electrons with the sum over sites. Its `h2` relabels the electrons through `Equiv.sum_comp`, and `det_permute` supplies the sign. Counting permutations then gives $N!$.

`slater_overlap` moves the complex conjugation inside the determinant and cancels $N!$ against the two square roots. `slater_normalised` sets both states equal.

In `restaDet_eq_det`, `h1` writes the matrix as $1+XY$, `det_one_add_mul_comm` exchanges the factors, and `h2` simplifies the result with `hA`. `slaterExpectation_eq_restaDet` goes back from $\det(A^\dagger UA)$ to an overlap and compares summands; its `h` is the row scaling. `resta_ring` then writes the product of phases as one exponential with `Complex.exp_sum` and moves the constant factors inside the sum, so that the two exponents agree.

For the bound, `hB` shows that $UA$ has orthonormal columns. The `calc` block applies the triangle inequality, then $2|ab|\le|a|^2+|b|^2$, which `nlinarith` gets from a square being non-negative, and finally the two normalisations. `restaDet_smul` takes $c^N$ out of the smaller determinant, and `restaDet_witness` reduces the two-site example to a $1\times1$ determinant.
